# In a model of independent two-level fragments, allowing only one promotion makes the correlation contribution to a local excitation vanish as the system grows

An excitation energy taken as the difference of two truncated expansions can look correlated and yet, in a large system, have lost nearly all of its correlation contribution. For non-interacting two-level fragments, and an excitation that leaves one of them without a correlating partner, the loss can be worked out in full and compared with the exact value.

```lean
import Mathlib

open Matrix Filter Topology

namespace TruncatedLocalExcitation

noncomputable section

/-- The real eigenvalues of a real square matrix. -/
def energies {ι : Type*} [Fintype ι] (A : Matrix ι ι ℝ) : Set ℝ :=
  {x | ∃ u : ι → ℝ, u ≠ 0 ∧ A *ᵥ u = x • u}

/-- The ground energy: the infimum of the real eigenvalues, meant for real symmetric matrices
of nonzero size. -/
def groundEnergy {ι : Type*} [Fintype ι] (A : Matrix ι ι ℝ) : ℝ := sInf (energies A)

/-- Switch fragment `k` between its reference level (`false`) and its correlating level
(`true`). -/
def toggle {N : ℕ} (k : Fin N) (s : Fin N → Bool) : Fin N → Bool :=
  Function.update s k (!s k)

/-- The exact Hamiltonian of `N` independent fragments: each promoted fragment costs `D`, and
`v` couples configurations that differ on one fragment. -/
def exactH (D v : ℝ) (N : ℕ) : Matrix (Fin N → Bool) (Fin N → Bool) ℝ :=
  Matrix.of fun s t => ∑ k, ((if t = s then (if s k then D else 0) else 0) +
    if t = toggle k s then v else 0)

/-- The truncated Hamiltonian: diagonal `0, D, ..., D`, couplings `v` between the reference
`none` and the `N` states `some k`, and zeros elsewhere. -/
def truncH (D v : ℝ) (N : ℕ) : Matrix (Option (Fin N)) (Option (Fin N)) ℝ :=
  Matrix.of fun i j => match i, j with
    | none, none => 0
    | none, some _ => v
    | some _, none => v
    | some k, some l => if k = l then D else 0

/-- The configuration with no fragment promoted (`none`) or only fragment `k` (`some k`). -/
def config {N : ℕ} (o : Option (Fin N)) : Fin N → Bool := fun j => decide (o = some j)

lemma toggle_toggle {N : ℕ} (k : Fin N) (s : Fin N → Bool) : toggle k (toggle k s) = s := by
  simp [toggle]

lemma toggle_config {N : ℕ} (k : Fin N) (i j : Option (Fin N)) :
    config j = toggle k (config i) ↔ (i = none ∧ j = some k) ∨ (i = some k ∧ j = none) := by
  constructor
  · intro h
    have hk := congrFun h k
    rcases i with _ | i <;> rcases j with _ | j
    · simp [config, toggle] at hk
    · simpa [config, toggle] using hk
    · simpa [config, toggle] using hk
    · exfalso
      by_cases hi : i = k
      · subst hi
        have hj : j ≠ i := by simpa [config, toggle] using hk
        have := congrFun h j
        simp [config, toggle, Function.update_of_ne hj, hj.symm] at this
      · have hj : j = k := by simpa [config, toggle, hi] using hk
        have := congrFun h i
        simp [config, toggle, Function.update_of_ne hi, hj, Ne.symm hi] at this
  · rintro (⟨rfl, rfl⟩ | ⟨rfl, rfl⟩) <;> funext m <;> by_cases hm : m = k
    · subst hm; simp [config, toggle]
    · simp [config, toggle, Function.update_of_ne hm, Ne.symm hm]
    · subst hm; simp [config, toggle]
    · simp [config, toggle, Function.update_of_ne hm, Ne.symm hm]

lemma config_inj {N : ℕ} (i j : Option (Fin N)) : config j = config i ↔ j = i := by
  refine ⟨fun h => Option.ext fun a => ?_, fun h => by rw [h]⟩
  have := congrFun h a
  simpa [config] using this

/-- The truncated Hamiltonian is the block of the exact one on configurations with at most
one promoted fragment. -/
theorem truncH_eq_submatrix (D v : ℝ) (N : ℕ) :
    truncH D v N = (exactH D v N).submatrix config config := by
  ext i j
  simp only [Matrix.submatrix_apply, exactH, Matrix.of_apply, config_inj, toggle_config]
  rcases i with _ | i <;> rcases j with _ | j
  · simp [truncH, config]
  · simp [truncH]
  · simp [truncH]
  · by_cases h : i = j
    · subst h; simp [truncH, config]
    · simp [truncH, h, Ne.symm h]

/-- For `D > 0`, a nonpositive solution of the secular equation `E (E - D) = N v²` is the
lowest eigenvalue of the truncated Hamiltonian. -/
theorem truncated_isLeast {D v E : ℝ} {N : ℕ} (hD : 0 < D) (hE : E ≤ 0)
    (h : E * (E - D) = N * v ^ 2) : IsLeast (energies (truncH D v N)) E := by
  have h0 : ∀ u, (truncH D v N *ᵥ u) none = v * ∑ k, u (some k) := fun u => by
    simp [truncH, Matrix.mulVec, dotProduct, Fintype.sum_option, Finset.mul_sum]
  have h1 : ∀ u k, (truncH D v N *ᵥ u) (some k) = v * u none + D * u (some k) := fun u k => by
    simp [truncH, Matrix.mulVec, dotProduct, Fintype.sum_option]
  constructor
  · refine ⟨fun o => o.elim (E - D) fun _ => v, fun hu => ?_, ?_⟩
    · have : E - D = 0 := congrFun hu none
      linarith
    · funext o
      rcases o with _ | k
      · rw [h0]
        simp only [Option.elim, Pi.smul_apply, smul_eq_mul, Finset.sum_const,
          Finset.card_univ, Fintype.card_fin, nsmul_eq_mul]
        linear_combination -h
      · rw [h1]
        simp only [Option.elim, Pi.smul_apply, smul_eq_mul]
        ring
  · rintro x ⟨u, hu, hx⟩
    by_contra hlt
    have hxE : x < E := lt_of_not_ge hlt
    have e0 : v * ∑ k, u (some k) = x * u none := by rw [← h0, hx]; rfl
    have e1 : ∀ k, (x - D) * u (some k) = v * u none := fun k => by
      have : v * u none + D * u (some k) = x * u (some k) := by rw [← h1, hx]; rfl
      linarith
    have hxD : x - D ≠ 0 := by linarith
    -- an eigenvector below D must contain the reference
    have hn : u none ≠ 0 := fun hz => hu <| by
      funext o
      rcases o with _ | k
      · exact hz
      · have := e1 k
        rw [hz, mul_zero] at this
        exact (mul_eq_zero.1 this).resolve_left hxD
    have es : (x - D) * ∑ k, u (some k) = N * (v * u none) := by
      rw [Finset.mul_sum, Finset.sum_congr rfl fun k _ => e1 k]
      simp
    have hs : x * (x - D) = N * v ^ 2 := by
      apply mul_right_cancel₀ hn
      linear_combination v * es - (x - D) * e0
    nlinarith [mul_pos (sub_pos.2 hxE) (show 0 < D - x - E by linarith)]

/-- For `D > 0`, the truncated ground energy is an attained lowest eigenvalue, is nonpositive,
and solves the secular equation. -/
theorem truncated_ground {D : ℝ} (hD : 0 < D) (v : ℝ) (N : ℕ) :
    IsLeast (energies (truncH D v N)) (groundEnergy (truncH D v N)) ∧
    groundEnergy (truncH D v N) ≤ 0 ∧
    groundEnergy (truncH D v N) * (groundEnergy (truncH D v N) - D) = N * v ^ 2 := by
  have hp : 0 ≤ (N : ℝ) * v ^ 2 := by positivity
  have hr : D ≤ √(D ^ 2 + 4 * (N * v ^ 2)) := (Real.le_sqrt' hD).2 (by linarith)
  have hq := Real.sq_sqrt (show 0 ≤ D ^ 2 + 4 * (N * v ^ 2) by positivity)
  have hE : (D - √(D ^ 2 + 4 * (N * v ^ 2))) / 2 ≤ 0 := by linarith
  have hs : (D - √(D ^ 2 + 4 * (N * v ^ 2))) / 2 *
      ((D - √(D ^ 2 + 4 * (N * v ^ 2))) / 2 - D) = N * v ^ 2 := by
    linear_combination hq / 4
  have hl := truncated_isLeast hD hE hs
  have hg : groundEnergy (truncH D v N) = _ := hl.csInf_eq
  rw [hg]
  exact ⟨hl, hE, hs⟩

lemma exact_mulVec (D v : ℝ) (N : ℕ) (ψ : (Fin N → Bool) → ℝ) (s : Fin N → Bool) :
    (exactH D v N *ᵥ ψ) s =
      ∑ k, ((if s k then D else 0) * ψ s + v * ψ (toggle k s)) := by
  simp only [exactH, Matrix.mulVec, dotProduct, Matrix.of_apply, Finset.sum_mul]
  rw [Finset.sum_comm]
  refine Finset.sum_congr rfl fun k _ => ?_
  simp only [add_mul, Finset.sum_add_distrib, ite_mul, zero_mul, Finset.sum_ite_eq',
    Finset.mem_univ, if_true]

/-- If `D > 0` and `ε ≤ 0` solves the one-fragment secular equation, the energy of any one
fragment in any many-fragment state is at least `ε` times the squared norm. -/
theorem fragment_bound {D v ε : ℝ} {N : ℕ} (hD : 0 < D) (hε : ε ≤ 0)
    (h : ε * (ε - D) = v ^ 2) (ψ : (Fin N → Bool) → ℝ) (k : Fin N) :
    ε * ∑ s, ψ s ^ 2 ≤
      ∑ s, ψ s * ((if s k then D else 0) * ψ s + v * ψ (toggle k s)) := by
  have pair : ∀ a b : ℝ, 0 ≤ -ε * a ^ 2 + 2 * v * a * b + (D - ε) * b ^ 2 := fun a b => by
    have hq : 0 < D - ε := by linarith
    refine (mul_nonneg_iff_of_pos_left hq).1 ?_
    have : (D - ε) * (-ε * a ^ 2 + 2 * v * a * b + (D - ε) * b ^ 2) =
        (v * a + (D - ε) * b) ^ 2 := by linear_combination a ^ 2 * h
    rw [this]
    positivity
  let f : (Fin N → Bool) → ℝ := fun s =>
    ψ s * ((if s k then D else 0) * ψ s + v * ψ (toggle k s)) - ε * ψ s ^ 2
  -- pair each configuration with its partner on fragment k
  have hre : ∑ s, f (toggle k s) = ∑ s, f s :=
    Equiv.sum_comp (Function.Involutive.toPerm (toggle k) (toggle_toggle k)) f
  have hnn : 0 ≤ ∑ s, (f s + f (toggle k s)) := Finset.sum_nonneg fun s _ => by
    have ht : toggle k s k = !s k := by simp [toggle]
    simp only [f, toggle_toggle, ht]
    cases hs : s k
    · simp only [Bool.not_false, Bool.false_eq_true, if_true, if_false]
      linarith [pair (ψ s) (ψ (toggle k s))]
    · simp only [Bool.not_true, Bool.false_eq_true, if_true, if_false]
      linarith [pair (ψ (toggle k s)) (ψ s)]
  rw [Finset.sum_add_distrib, hre] at hnn
  have hf : ∑ s, f s = ∑ s, ψ s * ((if s k then D else 0) * ψ s + v * ψ (toggle k s)) -
      ε * ∑ s, ψ s ^ 2 := by
    simp only [f, Finset.sum_sub_distrib, Finset.mul_sum]
  linarith

/-- For `D > 0`, the lowest eigenvalue of the exact Hamiltonian of `N` fragments is `N` times
the ground energy of one fragment. -/
theorem exact_isLeast {D : ℝ} (hD : 0 < D) (v : ℝ) (N : ℕ) :
    IsLeast (energies (exactH D v N)) (N * groundEnergy (truncH D v 1)) := by
  obtain ⟨-, hε, h⟩ := truncated_ground hD v 1
  generalize groundEnergy (truncH D v 1) = ε at hε h ⊢
  rw [Nat.cast_one, one_mul] at h
  constructor
  · -- the product of one-fragment ground states
    let c : Bool → ℝ := fun b => if b then v else ε - D
    refine ⟨fun s => ∏ j, c (s j), fun hu => ?_, ?_⟩
    · have h0 : ∏ _j : Fin N, c false = 0 := congrFun hu fun _ => false
      have hc : c false ≠ 0 := by
        simp only [c, Bool.false_eq_true, if_false]
        linarith
      exact Finset.prod_ne_zero_iff.2 (fun _ _ => hc) h0
    · funext s
      rw [exact_mulVec]
      have hk : ∀ k, (if s k then D else 0) * ∏ j, c (s j) + v * ∏ j, c (toggle k s j) =
          ε * ∏ j, c (s j) := fun k => by
        have ht : ∏ j ∈ Finset.univ.erase k, c (toggle k s j) =
            ∏ j ∈ Finset.univ.erase k, c (s j) := Finset.prod_congr rfl fun j hj => by
          rw [toggle, Function.update_of_ne (Finset.ne_of_mem_erase hj)]
        have hself : toggle k s k = !s k := by simp [toggle]
        rw [← Finset.mul_prod_erase Finset.univ (fun j => c (s j)) (Finset.mem_univ k),
          ← Finset.mul_prod_erase Finset.univ (fun j => c (toggle k s j)) (Finset.mem_univ k),
          ht, hself]
        generalize ∏ j ∈ Finset.univ.erase k, c (s j) = P
        cases s k
        · simp only [c, Bool.not_false, Bool.false_eq_true, if_true, if_false]
          linear_combination -P * h
        · simp only [c, Bool.not_true, Bool.false_eq_true, if_true, if_false]
          ring
      rw [Finset.sum_congr rfl fun k _ => hk k]
      simp [mul_assoc]
  · rintro x ⟨ψ, hψ, hx⟩
    obtain ⟨s₀, hs₀⟩ := Function.ne_iff.1 hψ
    have hs₁ : ψ s₀ ≠ 0 := hs₀
    have hpos : 0 < ∑ s, ψ s ^ 2 :=
      Finset.sum_pos' (fun _ _ => sq_nonneg _) ⟨s₀, Finset.mem_univ _, by positivity⟩
    have hsum : x * ∑ s, ψ s ^ 2 =
        ∑ k, ∑ s, ψ s * ((if s k then D else 0) * ψ s + v * ψ (toggle k s)) := by
      rw [Finset.sum_comm, Finset.mul_sum]
      refine Finset.sum_congr rfl fun s _ => ?_
      rw [← Finset.mul_sum, ← exact_mulVec, hx]
      simp only [Pi.smul_apply, smul_eq_mul]
      ring
    have hle : N * ε * ∑ s, ψ s ^ 2 ≤ x * ∑ s, ψ s ^ 2 := by
      rw [hsum]
      calc N * ε * ∑ s, ψ s ^ 2 = ∑ _k : Fin N, ε * ∑ s, ψ s ^ 2 := by
            rw [Finset.sum_const, Finset.card_univ, Fintype.card_fin, nsmul_eq_mul, mul_assoc]
        _ ≤ _ := Finset.sum_le_sum fun k _ => fragment_bound hD hε h ψ k
    exact le_of_mul_le_mul_right hle hpos

/-- For `D > 0` and `v ≠ 0`, adding one fragment to `N` lowers the truncated ground energy by
a positive amount of at most `|v| / √(N + 1)`. -/
theorem truncated_increment_bound {D v : ℝ} (hD : 0 < D) (hv : v ≠ 0) (N : ℕ) :
    0 < groundEnergy (truncH D v N) - groundEnergy (truncH D v (N + 1)) ∧
    groundEnergy (truncH D v N) - groundEnergy (truncH D v (N + 1)) ≤ |v| / √(N + 1) := by
  obtain ⟨-, ha, ea⟩ := truncated_ground hD v N
  obtain ⟨-, hb, eb⟩ := truncated_ground hD v (N + 1)
  generalize groundEnergy (truncH D v N) = a at *
  generalize groundEnergy (truncH D v (N + 1)) = b at *
  push_cast at eb
  -- the difference of two consecutive secular equations
  have key : (a - b) * (D - a - b) = v ^ 2 := by linear_combination eb - ea
  have hv2 : 0 < v ^ 2 := by positivity
  have hab : 0 < a - b := by
    refine pos_of_mul_pos_left (b := D - a - b) ?_ (by linarith)
    rw [key]
    exact hv2
  refine ⟨hab, ?_⟩
  have hr : 0 < √((N : ℝ) + 1) := Real.sqrt_pos.2 (by positivity)
  have hr2 := Real.sq_sqrt (show 0 ≤ (N : ℝ) + 1 by positivity)
  have hroot : |v| * √((N : ℝ) + 1) ≤ D - b := by
    refine (pow_le_pow_iff_left₀ (by positivity) (by linarith) two_ne_zero).1 ?_
    rw [mul_pow, sq_abs, hr2]
    nlinarith [mul_nonneg hD.le (show 0 ≤ D - b by linarith)]
  rw [le_div_iff₀ hr]
  refine le_of_mul_le_mul_left ?_ (abs_pos.2 hv)
  calc |v| * ((a - b) * √((N : ℝ) + 1)) = (a - b) * (|v| * √((N : ℝ) + 1)) := by ring
    _ ≤ (a - b) * (D - a - b) := mul_le_mul_of_nonneg_left (by linarith) hab.le
    _ = |v| * |v| := by rw [key, abs_mul_abs_self, sq]

/-- For `D > 0` and `v ≠ 0`, the correlation contribution to an excitation that removes one
fragment from the correlated set tends to zero in the truncated expansion, while its exact value
is minus the one-fragment ground energy, a positive number, for every system size. -/
theorem local_excitation_correlation {D v : ℝ} (hD : 0 < D) (hv : v ≠ 0) :
    Tendsto (fun N : ℕ => groundEnergy (truncH D v N) - groundEnergy (truncH D v (N + 1)))
      atTop (𝓝 0) ∧
    (∀ N : ℕ, groundEnergy (exactH D v N) - groundEnergy (exactH D v (N + 1)) =
      -groundEnergy (truncH D v 1)) ∧
    0 < -groundEnergy (truncH D v 1) := by
  refine ⟨?_, fun N => ?_, ?_⟩
  · have hlim : Tendsto (fun N : ℕ => |v| / √((N : ℝ) + 1)) atTop (𝓝 0) :=
      tendsto_const_nhds.div_atTop (Real.tendsto_sqrt_atTop.comp
        (tendsto_atTop_add_const_right _ 1 tendsto_natCast_atTop_atTop))
    exact squeeze_zero (fun N => (truncated_increment_bound hD hv N).1.le)
      (fun N => (truncated_increment_bound hD hv N).2) hlim
  · have hE : ∀ M : ℕ, groundEnergy (exactH D v M) = M * groundEnergy (truncH D v 1) :=
      fun M => (exact_isLeast hD v M).csInf_eq
    rw [hE, hE]
    push_cast
    ring
  · have h0 := (truncated_ground hD v 0).2.1
    have h1 := (truncated_increment_bound hD hv 0).1
    rw [zero_add] at h1
    linarith

end

end TruncatedLocalExcitation
```

```lean
#print axioms TruncatedLocalExcitation.truncH_eq_submatrix
#print axioms TruncatedLocalExcitation.local_excitation_correlation
```

```
'TruncatedLocalExcitation.truncH_eq_submatrix' depends on axioms: [propext, Classical.choice, Quot.sound]
'TruncatedLocalExcitation.local_excitation_correlation' depends on axioms: [propext, Classical.choice, Quot.sound]
```

## Fragments, promotions and the excitation

Each fragment has a reference level at energy 0 and a correlating level at energy \(D>0\), coupled by \(v\neq0\). One may think of an electron pair: \(D\) is the cost of promoting it to a correlating orbital, and \(v\) is the matrix element that mixes the two configurations. Fragments don't interact.

A configuration of \(N\) fragments is a function `Fin N → Bool`, with `true` for a promoted fragment. `exactH D v N` acts on all \(2^N\) configurations, and `toggle k` switches fragment \(k\). `truncH D v N` keeps the reference `none` and the \(N\) single promotions `some k`. `truncH_eq_submatrix` proves that it is the corresponding block of the exact matrix, using `config_inj` and `toggle_config` to identify equal and coupled configurations.

`groundEnergy` is the infimum of the real eigenvalues. Both matrices are real symmetric, and the `IsLeast` statements show that the infimum is an eigenvalue. Write \(e(N)\) for the truncated ground energy and \(E(N)\) for the exact one.

Now let a local excitation put one of \(N+1\) fragments into a state with no correlating partner. The other \(N\) stay correlated, so the correlation contribution to the excitation energy is \(e(N)-e(N+1)\) in the truncated treatment and \(E(N)-E(N+1)\) in the exact one. This reading is an assumption about the excited state: its truncated expansion allows one promotion on top of the local excitation, which isn't itself counted as a promotion. The matrices describe only the correlated fragments. The final theorem, `local_excitation_correlation`, says that the first difference tends to 0, while the second equals \(-e(1)>0\) for every \(N\ge0\).

## For large systems, the truncated energy grows in magnitude like a square root

Let \(u_0\) and \(u_k\) be the amplitudes of the reference and of promotion \(k\). An eigenvalue \(x\) satisfies

\[
v\sum_k u_k=x\,u_0,\qquad v\,u_0+D\,u_k=x\,u_k .
\]

If \(x<D\), then \(u_0\neq0\), since otherwise every \(u_k\) would vanish. Summing the second equation over \(k\) and inserting the first gives \(x(x-D)=Nv^2\). The nonpositive root is

\[
e(N)=\frac{D-\sqrt{D^2+4Nv^2}}{2},
\]

with unnormalised eigenvector \(u_0=e(N)-D\), \(u_k=v\). An eigenvalue \(x<e(N)\) would solve the same equation, but

\[
x(x-D)-e(N)\bigl(e(N)-D\bigr)=\bigl(e(N)-x\bigr)\bigl(D-x-e(N)\bigr)>0 .
\]

This is `truncated_isLeast`; `truncated_ground` supplies the root.

After normalisation, for \(N\ge1\), each fragment is promoted with probability \(-e(N)/[N(D-2e(N))]\), which is less than \(1/(2N)\). The fragments share a single promotion.

Put \(a=e(N)\) and \(b=e(N+1)\). Subtracting consecutive secular equations gives

\[
(a-b)(D-a-b)=v^2 .
\]

The second factor is positive, so \(a-b>0\). Moreover,

\[
(D-b)^2=D(D-b)+b(b-D)\ge(N+1)v^2 ,
\]

and \(-a\ge0\), so \(D-a-b\ge|v|\sqrt{N+1}\). Hence

\[
0<e(N)-e(N+1)\le\frac{|v|}{\sqrt{N+1}} .
\]

In `truncated_increment_bound`, `key` is the subtracted equation and `hroot` the square-root estimate. The final theorem obtains the limit with `squeeze_zero`.

## The exact energy is additive

Let \(\varepsilon=e(1)\), so \(\varepsilon(\varepsilon-D)=v^2\). Give each fragment the amplitudes \(\varepsilon-D\) (reference) and \(v\) (promoted), and multiply over fragments. Each one-fragment term returns \(\varepsilon\) times this product, so \(N\varepsilon\) is an eigenvalue. Normalised, each fragment is promoted with probability \(-\varepsilon/(D-2\varepsilon)\), whatever the system size.

For the lower bound, take any state \(\psi\) and pair the configurations that differ only on fragment \(k\). Let \(p\) and \(q\) be the amplitudes with \(k\) unpromoted and promoted. The pair's energy from fragment \(k\), minus \(\varepsilon(p^2+q^2)\), is

\[
-\varepsilon p^2+2vpq+(D-\varepsilon)q^2=\frac{\bigl(vp+(D-\varepsilon)q\bigr)^2}{D-\varepsilon}\ge0 .
\]

Summing over pairs gives `fragment_bound`. Lean sums over all configurations, which counts each pair twice; `toggle_toggle` makes the pairing an involution. If \(\psi\) is an eigenvector with eigenvalue \(x\), `exact_mulVec` writes \(x\lVert\psi\rVert^2\) as a sum of fragment energies, so \(x\ge N\varepsilon\). Thus `exact_isLeast` gives \(E(N)=Ne(1)\), and

\[
E(N)-E(N+1)=-e(1).
\]

This is positive by the increment bound at \(N=0\), where \(e(0)=0\).

## The difference of two optimised energies

In variational Monte Carlo, an excitation energy can be computed by optimising one trial function for the ground state and another for the excited state, then subtracting their energies. Suppose that, for these non-interacting fragments, both trial functions are linear expansions with at most one promotion, not counting the local excitation, and no Jastrow factor. With 100 fragments and the local excitation described above, the optimised correlation energies are \(e(100)\) for the ground state and \(e(99)\) for the excited state.

For \(v=0.2D\), their difference is \(e(99)-e(100)\approx0.0097D\), whereas the exact contribution is \(-e(1)\approx0.0385D\). About three quarters of the contribution is missing, although each energy is the lowest its expansion allows. The model includes neither a Jastrow factor nor a diffusion Monte Carlo projection, so these numbers don't describe calculations that use them.
